# Inverse-distance error bound for substitution coordinates in collinear molecules

Suppose that an atom at distance $|z|>0$ from the mass centre of a rigid collinear molecule is located by isotopic substitution, from a difference of moments of inertia that carries an error $e$. The inferred distance $r\ge 0$ is then wrong by at most $|e|/(|\mu|\,|z|)$, where $\mu=M\,\Delta m/(M+\Delta m)$, $M$ is the total mass of the parent molecule and $\Delta m\neq 0$ is the change of the atom's mass.

In Lean 4 with Mathlib:

```lean
import Mathlib

open Finset

namespace SubstitutionCoordinate

noncomputable section

variable {ι : Type*} [Fintype ι] [DecidableEq ι]

/-- Total mass of the molecule. -/
def totalMass (m : ι → ℝ) : ℝ := ∑ i, m i

/-- Mass centre of a collinear molecule, for nonzero total mass. -/
def massCentre (m x : ι → ℝ) : ℝ := (∑ i, m i * x i) / ∑ i, m i

/-- Moment of inertia of a collinear molecule about its own mass centre,
for nonzero total mass. -/
def inertia (m x : ι → ℝ) : ℝ := ∑ i, m i * (x i - massCentre m x) ^ 2

/-- Isotopic substitution: the mass of atom `k` changes by `dm`. -/
def substitute (m : ι → ℝ) (k : ι) (dm : ℝ) : ι → ℝ :=
  fun i => m i + if i = k then dm else 0

/-- Reduced mass of substitution `M dm / (M + dm)`, for `M + dm ≠ 0`. -/
def reducedMass (M dm : ℝ) : ℝ := M * dm / (M + dm)

/-- Substitution at atom `k` adds `dm * f k` to the mass-weighted sum of `f`. -/
theorem sum_substitute (m : ι → ℝ) (k : ι) (dm : ℝ) (f : ι → ℝ) :
    ∑ i, substitute m k dm i * f i = ∑ i, m i * f i + dm * f k := by
  simp [substitute, add_mul, Finset.sum_add_distrib]

omit [DecidableEq ι] in
/-- For nonzero total mass, the moment about the mass centre is the moment about the origin
minus the squared first moment divided by the total mass. -/
theorem inertia_eq (m x : ι → ℝ) (hM : totalMass m ≠ 0) :
    inertia m x = ∑ i, m i * x i ^ 2 - (∑ i, m i * x i) ^ 2 / totalMass m := by
  have expand : ∀ c : ℝ, ∑ i, m i * (x i - c) ^ 2
      = ∑ i, m i * x i ^ 2 - 2 * c * ∑ i, m i * x i + c ^ 2 * ∑ i, m i := by
    intro c
    rw [Finset.mul_sum, Finset.mul_sum, ← Finset.sum_sub_distrib, ← Finset.sum_add_distrib]
    exact Finset.sum_congr rfl (fun i _ => by ring)
  unfold totalMass at hM ⊢
  rw [inertia, expand, massCentre]
  field_simp
  ring

/-- Kraitchman's relation for a collinear molecule: with positive masses before and after
substitution, the moments about the respective mass centres differ by the reduced mass times
the squared distance of the substituted atom from the parent mass centre. -/
theorem kraitchman (m x : ι → ℝ) (k : ι) (dm : ℝ)
    (hm : ∀ i, 0 < m i) (hk : 0 < m k + dm) :
    inertia (substitute m k dm) x - inertia m x
      = reducedMass (totalMass m) dm * (x k - massCentre m x) ^ 2 := by
  have hle : m k ≤ totalMass m :=
    Finset.single_le_sum (fun i _ => (hm i).le) (Finset.mem_univ k)
  have hM : totalMass m ≠ 0 := (lt_of_lt_of_le (hm k) hle).ne'
  have hM' : totalMass m + dm ≠ 0 := by
    have : 0 < totalMass m + dm := by linarith
    exact this.ne'
  have htot : totalMass (substitute m k dm) = totalMass m + dm := by
    have h := sum_substitute m k dm (fun _ => 1)
    simpa [totalMass] using h
  have hc : massCentre m x = (∑ i, m i * x i) / totalMass m := rfl
  -- both moments are written through sums about the common origin
  rw [inertia_eq (substitute m k dm) x (by rw [htot]; exact hM'), inertia_eq m x hM, htot,
    sum_substitute m k dm (fun i => x i ^ 2), sum_substitute m k dm x, hc, reducedMass]
  field_simp
  ring

/-- Exact error identity: if `r ≥ 0` is inferred from `mu z² + e` with `mu ≠ 0`, the error of
the distance times the sum of inferred and true distances is `|e| / |mu|`. -/
theorem error_identity {mu z e r : ℝ} (hmu : mu ≠ 0) (hr : 0 ≤ r)
    (h : mu * r ^ 2 = mu * z ^ 2 + e) :
    |(r - |z|)| * (r + |z|) = |e| / |mu| := by
  have hf : (r - |z|) * (r + |z|) = e / mu := by
    rw [eq_div_iff hmu]
    linear_combination h - mu * sq_abs z
  have hs : 0 ≤ r + |z| := add_nonneg hr (abs_nonneg z)
  rw [← abs_div, ← hf, abs_mul, abs_of_nonneg hs]

/-- Inverse-distance bound: for `mu ≠ 0` and `z ≠ 0`, a distance `r ≥ 0` inferred from
`mu z² + e` is wrong by at most `|e| / (|mu| |z|)`. -/
theorem inverse_distance_bound {mu z e r : ℝ} (hmu : mu ≠ 0) (hz : z ≠ 0) (hr : 0 ≤ r)
    (h : mu * r ^ 2 = mu * z ^ 2 + e) :
    |(r - |z|)| ≤ |e| / (|mu| * |z|) := by
  rw [← div_div, le_div_iff₀ (abs_pos.2 hz), ← error_identity hmu hr h]
  exact mul_le_mul_of_nonneg_left (by linarith) (abs_nonneg _)

/-- Costain's inverse-distance error: masses are positive before and after a nonzero mass change
of atom `k`, which lies off the parent mass centre. If the moment difference carries an error `e`,
the inferred distance `r ≥ 0` is wrong by at most `|e|` over reduced mass (in absolute value)
times true distance. -/
theorem costain_error (m x : ι → ℝ) (k : ι) (dm e r : ℝ)
    (hm : ∀ i, 0 < m i) (hk : 0 < m k + dm) (hdm : dm ≠ 0)
    (hz : x k ≠ massCentre m x) (hr : 0 ≤ r)
    (h : reducedMass (totalMass m) dm * r ^ 2
      = inertia (substitute m k dm) x - inertia m x + e) :
    |(r - |x k - massCentre m x|)|
      ≤ |e| / (|reducedMass (totalMass m) dm| * |x k - massCentre m x|) := by
  have hle : m k ≤ totalMass m :=
    Finset.single_le_sum (fun i _ => (hm i).le) (Finset.mem_univ k)
  have hM : 0 < totalMass m := lt_of_lt_of_le (hm k) hle
  have hM' : 0 < totalMass m + dm := by linarith
  have hmu : reducedMass (totalMass m) dm ≠ 0 :=
    div_ne_zero (mul_ne_zero hM.ne' hdm) hM'.ne'
  rw [kraitchman m x k dm hm hk] at h
  exact inverse_distance_bound hmu (sub_ne_zero.2 hz) hr h

/-- For `mu ≠ 0`, `z ≠ 0` and `r ≥ 0`, the inverse-distance bound is attained exactly when the
moment error vanishes or the inferred distance is zero. -/
theorem bound_attained_iff {mu z e r : ℝ} (hmu : mu ≠ 0) (hz : z ≠ 0) (hr : 0 ≤ r)
    (h : mu * r ^ 2 = mu * z ^ 2 + e) :
    |(r - |z|)| = |e| / (|mu| * |z|) ↔ e = 0 ∨ r = 0 := by
  have hz' : 0 < |z| := abs_pos.2 hz
  have hid := error_identity hmu hr h
  rw [← div_div, eq_div_iff hz'.ne', ← hid]
  constructor
  · intro heq
    have h0 : |(r - |z|)| * r = 0 := by linear_combination -heq
    rcases mul_eq_zero.1 h0 with hd | hr0
    · left
      rw [hd, zero_mul] at hid
      rcases div_eq_zero_iff.1 hid.symm with he | hmu0
      · exact abs_eq_zero.1 he
      · exact absurd (abs_eq_zero.1 hmu0) hmu
    · exact Or.inr hr0
  · rintro (he | hr0)
    · rw [he, abs_zero, zero_div] at hid
      have hs : r + |z| ≠ 0 := (add_pos_of_nonneg_of_pos hr hz').ne'
      rw [(mul_eq_zero.1 hid).resolve_right hs, zero_mul, zero_mul]
    · rw [hr0, zero_add]

/-- For `mu ≠ 0`, `z ≠ 0` and `r ≥ 0`, the error of the inferred distance is `e / (2 mu |z|)` up to
a remainder of at most `e² / (2 mu² |z|³)`. -/
theorem first_order_error {mu z e r : ℝ} (hmu : mu ≠ 0) (hz : z ≠ 0) (hr : 0 ≤ r)
    (h : mu * r ^ 2 = mu * z ^ 2 + e) :
    |r - |z| - e / (2 * mu * |z|)| ≤ e ^ 2 / (2 * mu ^ 2 * |z| ^ 3) := by
  have hz' : |z| ≠ 0 := abs_ne_zero.2 hz
  have he : e = mu * (r ^ 2 - |z| ^ 2) := by
    rw [sq_abs]
    linear_combination -h
  -- the remainder is a perfect square over twice the distance
  have hrem : r - |z| - e / (2 * mu * |z|) = -((r - |z|) ^ 2 / (2 * |z|)) := by
    rw [he]
    field_simp
    ring
  have hsq : (r - |z|) ^ 2 ≤ (|e| / (|mu| * |z|)) ^ 2 := by
    rw [← sq_abs (r - |z|)]
    exact pow_le_pow_left₀ (abs_nonneg _) (inverse_distance_bound hmu hz hr h) 2
  rw [hrem, abs_neg, abs_of_nonneg (by positivity)]
  calc (r - |z|) ^ 2 / (2 * |z|) ≤ (|e| / (|mu| * |z|)) ^ 2 / (2 * |z|) :=
        div_le_div_of_nonneg_right hsq (by positivity)
    _ = e ^ 2 / (2 * mu ^ 2 * |z| ^ 3) := by
        rw [div_pow, mul_pow, sq_abs e, sq_abs mu]
        ring

/-- For `mu ≠ 0` and `r ≥ 0`, the error of the inferred distance is at most `√(|e| / |mu|)`,
wherever the atom lies. -/
theorem uniform_error {mu z e r : ℝ} (hmu : mu ≠ 0) (hr : 0 ≤ r)
    (h : mu * r ^ 2 = mu * z ^ 2 + e) :
    |(r - |z|)| ≤ √(|e| / |mu|) := by
  have hz := abs_nonneg z
  apply Real.abs_le_sqrt
  rw [← error_identity hmu hr h, ← sq_abs (r - |z|), sq]
  exact mul_le_mul_of_nonneg_left (abs_le.2 ⟨by linarith, by linarith⟩) (abs_nonneg _)

end

end SubstitutionCoordinate
```

```lean
#print axioms SubstitutionCoordinate.inverse_distance_bound
-- 'SubstitutionCoordinate.inverse_distance_bound' depends on axioms: [propext, Classical.choice, Quot.sound]
#print axioms SubstitutionCoordinate.costain_error
-- 'SubstitutionCoordinate.costain_error' depends on axioms: [propext, Classical.choice, Quot.sound]
#print axioms SubstitutionCoordinate.first_order_error
-- 'SubstitutionCoordinate.first_order_error' depends on axioms: [propext, Classical.choice, Quot.sound]
#print axioms SubstitutionCoordinate.uniform_error
-- 'SubstitutionCoordinate.uniform_error' depends on axioms: [propext, Classical.choice, Quot.sound]
```

## From a moment difference to a distance

The atoms are labelled by a finite type `ι`. Atom $i$ has mass $m_i$ (`m i`) and position $x_i$ (`x i`) on a line with an arbitrary origin. The mass centre is $c=\sum_i m_i x_i/M$ (`massCentre m x`), and `inertia m x` is the moment $I=\sum_i m_i(x_i-c)^2$ about it. `substitute m k dm` adds $\Delta m$ to the mass of atom $k$. The moment $I'$ of the new molecule is taken about its own, shifted mass centre, while $z=x_k-c$ refers to the parent.

Both molecules use the same positions `x`. This is the Born–Oppenheimer picture, in which isotopologues share one equilibrium geometry. The hypotheses `hm` and `hk` say that all masses are positive before and after the substitution. A lighter isotope is allowed; $\mu$ is then negative, hence the absolute value in the bound.

In `costain_error` the inferred distance enters through its defining equation `h`,

$$\mu r^2=(I'-I)+e,\qquad r\ge 0 .$$

For $\mu>0$ and $\mu z^2+e\ge 0$ this means $r=\sqrt{z^2+e/\mu}$. If the error makes $r^2$ negative, which can happen for an atom close to the mass centre, there is no real $r$ and the theorem is silent.

The number $e$ stands for everything that separates the moment difference used from that of the rigid molecule, such as vibrational contributions and measurement error. It need not be small. Costain's rule in spectroscopy estimates the error of the coordinate as $K/|z|$, with a constant $K$ chosen from experience; the theorem takes $e$ as given and supplies the dependence on distance.

The condition $r\ge 0$ selects the correct root. Take two atoms of mass 1 at $\pm1$ and add $\Delta m=2$ to the one at $+1$. Then $\mu=1$, $z=1$ and $I'-I=1$. With $e=0$ the defining equation also admits $r=-1$, for which $|r-|z||=2$ although the bound is 0, so the equation without any restriction on the sign of $r$ is not enough.

## The step in a structure determination

The rotational constants $B$ and $B'$ of the two isotopologues, expressed as frequencies, give the moments $I=\hbar/(4\pi B)$ and $I'=\hbar/(4\pi B')$. The difference $I'-I$ is divided by $\mu$, and the square root is the magnitude of the substitution coordinate; the sign has to come from other information. Constants of the vibrational ground state contain zero-point motion, so $e$ is generally nonzero even for a perfect measurement.

As an illustration, let $\mu=1$ u and $|e|=0.01$ u Å². At $|z|=1$ Å the distance is wrong by at most 0.01 Å; at $|z|=0.1$ Å the bound is 0.1 Å. In the second case $e=-0.01$ u Å² gives $r=0$, which attains the bound, while $e=+0.01$ u Å² gives $r\approx0.141$ Å, an error of about 0.041 Å.

When a computed equilibrium geometry is compared with such coordinates, atoms near the mass centre offer the weakest test, within the rigid collinear model and for given $e\neq0$ and $\mu$. The exact error is $|e|/(|\mu|(r+|z|))$ by `error_identity`, and since $r^2=z^2+e/\mu$ grows with $|z|$, this error is larger the closer the atom lies to the mass centre.

## Kraitchman's relation from three sums

Write $S_1=\sum_i m_ix_i=Mc$ and $S_2=\sum_i m_ix_i^2$. Expanding the square gives

$$I=S_2-2cS_1+c^2M=S_2-\frac{S_1^2}{M},$$

which is `inertia_eq`. Substitution changes $M$, $S_1$ and $S_2$ by $\Delta m$, $\Delta m\,x_k$ and $\Delta m\,x_k^2$; `sum_substitute` proves this for any weighted sum. Therefore

$$I'-I=\Delta m\,x_k^2-\frac{(Mc+\Delta m\,x_k)^2}{M+\Delta m}+Mc^2 .$$

Over the common denominator, the terms $\Delta m^2x_k^2$ and $M^2c^2$ cancel, leaving

$$I'-I=\frac{M\,\Delta m\,(x_k^2-2cx_k+c^2)}{M+\Delta m}=\mu z^2 .$$

This is `kraitchman`, the collinear case of Kraitchman's relations. The proof first shows that the denominators are nonzero, from $M\ge m_k>0$ and $M+\Delta m\ge m_k+\Delta m>0$. It then rewrites both moments through the sums, and `field_simp` and `ring` do the algebra.

## Factoring the difference of squares

With $I'-I=\mu z^2$, the defining equation becomes $\mu(r^2-z^2)=e$. Since $z^2=|z|^2$,

$$(r-|z|)(r+|z|)=\frac{e}{\mu},\qquad \big|r-|z|\big|\,(r+|z|)=\frac{|e|}{|\mu|}.$$

The second equation is `error_identity`; it uses $r+|z|\ge0$. Because $r\ge0$, the factor $r+|z|$ is at least $|z|$. Replacing it by $|z|$ and dividing gives `inverse_distance_bound`:

$$\big|r-|z|\big|\le\frac{|e|}{|\mu|\,|z|}.$$

`costain_error` checks that $\mu\ne0$, rewrites its hypothesis `h` with `kraitchman` and applies this bound.

Three further theorems, stated for numbers $\mu\ne0$, $z$, $e$ and $r\ge0$ with $\mu r^2=\mu z^2+e$, refine the estimate.

- `bound_attained_iff`, for $z\neq0$: equality requires $|r-|z||\,r=0$. Either $r=|z|$, and then $e=0$, or $r=0$. Conversely, both cases give equality.
- `first_order_error`, for $z\ne0$: inserting $e=\mu(r^2-|z|^2)$ gives
$$r-|z|-\frac{e}{2\mu|z|}=-\frac{(r-|z|)^2}{2|z|}.$$
By the inverse-distance bound, the right-hand side has magnitude at most $e^2/(2\mu^2|z|^3)$. To first order, the error is thus half the bound.
- `uniform_error`, for every $z$: since $|r-|z||\le r+|z|$, the identity gives $(r-|z|)^2\le|e|/|\mu|$, so the error never exceeds $\sqrt{|e|/|\mu|}$, even for an atom at the mass centre.
